# Norms, orthogonality and mean squared radii of the lowest-Landau-level orbitals $z^m e^{-|z|^2/4}$

A simulation of electrons on a disk in a strong magnetic field can begin by dividing each orbital $z^m e^{-|z|^2/4}$ by $\sqrt{2\pi\,2^m m!}$ and then treating the results as an orthonormal basis. The number of orbitals can be chosen from the area that should be available to the droplet, at one orbital per area $2\pi$ in units of the squared magnetic length. Both steps rest on one family of Gaussian integrals.

## Matrix elements of $r^{2k}$ in closed form

A particle of charge $q$ moves in a plane with a uniform perpendicular field $B$. Lengths are measured in units of the magnetic length $\ell=\sqrt{\hbar/|qB|}$, and the position is the complex number $z=x+iy$ with $r=|z|$. In the symmetric gauge, with the orientation for which the lowest-level wavefunctions are analytic functions of $z$ times a Gaussian, the lowest-level orbitals are

$$\psi_m(z)=z^m e^{-|z|^2/4},\qquad m=0,1,2,\dots$$

For integers $k,m,n\ge 0$,

$$\langle\psi_m|r^{2k}|\psi_n\rangle=\int_{\mathbb C}|z|^{2k}\,\overline{\psi_m(z)}\,\psi_n(z)\,d^2z=
\begin{cases}2\pi\,2^{m+k}(m+k)! & m=n,\\ 0 & m\ne n.\end{cases}$$

The case $k=0$ gives orthogonality and the squared norm $2\pi\,2^m m!$. Dividing the diagonal element for $k=1$ by the one for $k=0$ gives the mean squared radius $\langle r^2\rangle_m=2(m+1)$. The area $\pi\langle r^2\rangle_m=2\pi(m+1)$ therefore grows by $2\pi$ from each orbital to the next. In ordinary units this step is $2\pi\ell^2=h/|qB|$, the area through which one flux quantum $h/|q|$ passes.

## Normalisation, confinement and droplet size

The orbitals above are unnormalised. For $\phi_m=\psi_m/\sqrt{2\pi\,2^m m!}$ the diagonal elements become

$$\langle\phi_m|r^{2k}|\phi_m\rangle=2^k\,\frac{(m+k)!}{m!},$$

which is $1$ for $k=0$ and $2(m+1)$ for $k=1$.

An exact-diagonalisation code for a quantum Hall droplet with parabolic confinement can use these numbers in its one-body part. A confining potential $\alpha r^2$ with strength $\alpha$, projected to the lowest level, is diagonal in the orbital basis with entries $2\alpha(m+1)$. If the code keeps the $M\ge 1$ orbitals $m=0,\dots,M-1$, the outermost one has $\pi\langle r^2\rangle=2\pi M$, so the basis size limits the area available to the droplet to about that of $M$ flux quanta. The closed forms also give reference values for a quadrature routine on the plane.

## Gaussian moments and a rotation of the plane

**Moments.** For an integer $N\ge0$, use polar coordinates and substitute $t=r^2/2$, so that $r\,dr=dt$ and $r^N=(2t)^{N/2}$:

$$\int_{\mathbb C}|z|^N e^{-|z|^2/2}\,d^2z=2\pi\int_0^\infty r^{N+1}e^{-r^2/2}\,dr
=2\pi\,2^{N/2}\int_0^\infty t^{N/2}e^{-t}\,dt=2\pi\,2^{N/2}\,\Gamma\!\left(\tfrac N2+1\right).$$

**Convergence.** Write $F(z)=|z|^{2k}\,\overline{\psi_m(z)}\,\psi_n(z)$ for the integrand of a matrix element. The two factors $e^{-|z|^2/4}$ multiply to $e^{-|z|^2/2}$, so $|F(z)|=|z|^{2k+m+n}e^{-|z|^2/2}$. This is the integrand of the moment with $N=2k+m+n$, which is finite, and the matrix element converges absolutely.

**Off-diagonal elements.** Let $m\neq n$, and set $\theta=\pi/(n-m)$ and $u=e^{i\theta}$. Rotating the plane by $\theta$ replaces $z$ by $uz$ and leaves $|z|$ unchanged, so

$$F(uz)=\bar u^{\,m}u^{\,n}F(z)=e^{i(n-m)\theta}F(z)=e^{i\pi}F(z)=-F(z).$$

A rotation preserves area, hence

$$\int F(z)\,d^2z=\int F(uz)\,d^2z=-\int F(z)\,d^2z,$$

and the integral is zero.

**Diagonal elements.** For $m=n$ the phases cancel and $F(z)=|z|^{2(m+k)}e^{-|z|^2/2}$. The moment formula with $N=2(m+k)$ gives

$$2\pi\,2^{m+k}\,\Gamma(m+k+1)=2\pi\,2^{m+k}(m+k)!.$$

**Superpositions.** Take $f=\sum_{m\in s}c_m\psi_m$ and $g=\sum_{m\in s}d_m\psi_m$ over a finite set $s$ of indices, with complex amplitudes $c_m$ and $d_m$. Expanding both sums gives

$$\langle f|r^{2k}|g\rangle=\sum_{m\in s}\sum_{n\in s}\overline{c_m}\,d_n\,\langle\psi_m|r^{2k}|\psi_n\rangle
=\sum_{m\in s}\overline{c_m}\,d_m\;2\pi\,2^{m+k}(m+k)!,$$

because only the terms with $n=m$ survive. In terms of the amplitudes $a_m=c_m\sqrt{2\pi\,2^m m!}$ and $b_m=d_m\sqrt{2\pi\,2^m m!}$ with respect to the normalised orbitals, the right-hand side is $\sum_{m\in s}\overline{a_m}\,b_m\,2^k(m+k)!/m!$.

**Radius and area.** The ratio of the two diagonal elements is

$$\langle r^2\rangle_m=\frac{2\pi\,2^{m+1}(m+1)!}{2\pi\,2^m m!}=2(m+1),$$

and so $\pi\langle r^2\rangle_{m+1}-\pi\langle r^2\rangle_m=2\pi(m+2)-2\pi(m+1)=2\pi$.

## Definitions and theorems in Lean

```lean
import Mathlib

open MeasureTheory ComplexConjugate
open scoped Real

namespace LowestLandauLevel

noncomputable section

/-- The lowest-level orbital `z^m exp(-|z|²/4)`, in units of the magnetic length. -/
def orbital (m : ℕ) (z : ℂ) : ℂ := z ^ m * ((Real.exp (-‖z‖ ^ 2 / 4) : ℝ) : ℂ)

/-- The integrand `|z|^(2k) conj(f z) g z` of a matrix element of `r^(2k)`. -/
def momentDensity (k : ℕ) (f g : ℂ → ℂ) (z : ℂ) : ℂ :=
  ((‖z‖ ^ (2 * k) : ℝ) : ℂ) * (conj (f z) * g z)

/-- The matrix element of `r^(2k)` between two wavefunctions on the plane; for `k = 0` it is their
`L²` inner product. This reading requires the integral to converge; otherwise Lean gives the value
`0`. -/
def radialMoment (k : ℕ) (f g : ℂ → ℂ) : ℂ := ∫ z : ℂ, momentDensity k f g z

/-- The mean squared radius of a wavefunction `f` with finite nonzero norm and
finite second moment. -/
def meanSquareRadius (f : ℂ → ℂ) : ℂ := radialMoment 1 f f / radialMoment 0 f f

/-- A finite superposition of lowest-level orbitals with amplitudes `c m`. -/
def superposition (s : Finset ℕ) (c : ℕ → ℂ) (z : ℂ) : ℂ := ∑ m ∈ s, c m * orbital m z

/-- The moments of the Gaussian `exp(-|z|²/2)` over the plane, in terms of the
Gamma function. -/
theorem planar_moment (N : ℕ) :
    ∫ z : ℂ, ‖z‖ ^ N * Real.exp (-‖z‖ ^ 2 / 2) =
      2 * π / 2 * (1 / 2 : ℝ) ^ (-((N : ℝ) + 2) / 2) * Real.Gamma (((N : ℝ) + 2) / 2) := by
  have hN : (0 : ℝ) ≤ N := Nat.cast_nonneg N
  have h := Complex.integral_rpow_mul_exp_neg_mul_rpow (p := 2) (q := (N : ℝ))
    (by norm_num) (by linarith) (b := 1 / 2) (by norm_num)
  refine Eq.trans (integral_congr_ae (.of_forall fun z => ?_)) h
  simp only [Real.rpow_natCast, Real.rpow_two]
  congr 2
  ring

/-- The modulus of an orbital is `|z|^m exp(-|z|²/4)`. -/
theorem norm_orbital (m : ℕ) (z : ℂ) :
    ‖orbital m z‖ = ‖z‖ ^ m * Real.exp (-‖z‖ ^ 2 / 4) := by
  simp only [orbital, norm_mul, norm_pow, Complex.norm_real, Real.norm_eq_abs, Real.abs_exp]

/-- Every matrix element of `r^(2k)` between two orbitals is a convergent integral. -/
theorem integrable_momentDensity (k m n : ℕ) :
    Integrable (momentDensity k (orbital m) (orbital n)) := by
  -- a Gaussian moment is nonzero, hence its integrand is integrable
  have hg : Integrable (fun z : ℂ => ‖z‖ ^ (2 * k + m + n) * Real.exp (-‖z‖ ^ 2 / 2)) := by
    by_contra hn
    have h := planar_moment (2 * k + m + n)
    rw [integral_undef hn] at h
    have hG : 0 < Real.Gamma ((((2 * k + m + n : ℕ) : ℝ) + 2) / 2) :=
      Real.Gamma_pos_of_pos (by positivity)
    have hp : 0 < (1 / 2 : ℝ) ^ (-(((2 * k + m + n : ℕ) : ℝ) + 2) / 2) :=
      Real.rpow_pos_of_pos (by norm_num) _
    have hpi : 0 < 2 * π / 2 := by positivity
    exact (mul_pos (mul_pos hpi hp) hG).ne h
  have ho : ∀ j, Continuous (orbital j) := fun j =>
    (continuous_id.pow j).mul (Complex.continuous_ofReal.comp
      (Real.continuous_exp.comp ((continuous_norm.pow 2).neg.div_const 4)))
  have h1 : Continuous (fun z : ℂ => ((‖z‖ ^ (2 * k) : ℝ) : ℂ)) :=
    Complex.continuous_ofReal.comp (continuous_norm.pow _)
  have hc : Continuous (momentDensity k (orbital m) (orbital n)) :=
    h1.mul ((Complex.continuous_conj.comp (ho m)).mul (ho n))
  refine hg.mono' hc.aestronglyMeasurable (.of_forall fun z => le_of_eq ?_)
  have he : Real.exp (-‖z‖ ^ 2 / 2) =
      Real.exp (-‖z‖ ^ 2 / 4) * Real.exp (-‖z‖ ^ 2 / 4) := by
    rw [← Real.exp_add]
    congr 1
    ring
  rw [momentDensity, norm_mul, norm_mul, RCLike.norm_conj, norm_orbital, norm_orbital,
    Complex.norm_real, Real.norm_of_nonneg (by positivity), he]
  ring

/-- Orbitals with different `m` are orthogonal, and `r^(2k)` does not couple them. -/
theorem radialMoment_of_ne (k : ℕ) {m n : ℕ} (hmn : m ≠ n) :
    radialMoment k (orbital m) (orbital n) = 0 := by
  -- a rotation under which the relative phase of the two orbitals is `-1`
  obtain ⟨u, hu⟩ : ∃ u : Circle, conj (u : ℂ) ^ m * (u : ℂ) ^ n = -1 := by
    have hne : (n : ℝ) - m ≠ 0 := sub_ne_zero.mpr (by exact_mod_cast hmn.symm)
    obtain ⟨θ, hθ⟩ : ∃ θ : ℝ, ((n : ℝ) - m) * θ = π := ⟨π / (n - m), by field_simp⟩
    have hθ' : ((n : ℂ) - m) * (θ : ℂ) = (π : ℂ) := by exact_mod_cast hθ
    refine ⟨Circle.exp θ, ?_⟩
    rw [Circle.coe_exp, ← Complex.exp_conj, ← Complex.exp_nat_mul, ← Complex.exp_nat_mul,
      ← Complex.exp_add, ← Complex.exp_pi_mul_I]
    congr 1
    simp only [map_mul, Complex.conj_ofReal, Complex.conj_I]
    linear_combination Complex.I * hθ'
  have hF : ∀ z : ℂ, momentDensity k (orbital m) (orbital n) (rotation u z) =
      -momentDensity k (orbital m) (orbital n) z := by
    intro z
    rw [rotation_apply]
    simp only [momentDensity, orbital, norm_mul, Circle.norm_coe, one_mul, map_mul, map_pow,
      mul_pow, Complex.conj_ofReal]
    linear_combination (((‖z‖ ^ (2 * k) : ℝ) : ℂ) * conj z ^ m * z ^ n *
      ((Real.exp (-‖z‖ ^ 2 / 4) : ℝ) : ℂ) ^ 2) * hu
  -- the rotation preserves area, so the integral equals its own negative
  have hrot := (LinearIsometryEquiv.measurePreserving (rotation u)).integral_comp
    (rotation u).toHomeomorph.measurableEmbedding (momentDensity k (orbital m) (orbital n))
  simp only [hF, integral_neg] at hrot
  unfold radialMoment
  linear_combination (-1 / 2 : ℂ) * hrot

/-- The diagonal element of `r^(2k)` in orbital `m` is `2π 2^(m+k) (m+k)!`;
for `k = 0` this is the squared norm. -/
theorem radialMoment_self (k m : ℕ) :
    radialMoment k (orbital m) (orbital m) =
      2 * (π : ℂ) * 2 ^ (m + k) * ((m + k).factorial : ℂ) := by
  have hd : ∀ z : ℂ, momentDensity k (orbital m) (orbital m) z =
      ((‖z‖ ^ (2 * (m + k)) * Real.exp (-‖z‖ ^ 2 / 2) : ℝ) : ℂ) := by
    intro z
    have he : Real.exp (-‖z‖ ^ 2 / 2) = Real.exp (-‖z‖ ^ 2 / 4) ^ 2 := by
      rw [pow_two (Real.exp _), ← Real.exp_add]
      congr 1
      ring
    rw [momentDensity, Complex.conj_mul', norm_orbital, he]
    simp only [Complex.ofReal_mul, Complex.ofReal_pow]
    ring
  have hr : ∫ z : ℂ, ‖z‖ ^ (2 * (m + k)) * Real.exp (-‖z‖ ^ 2 / 2) =
      2 * π * 2 ^ (m + k) * ((m + k).factorial : ℝ) := by
    generalize m + k = j
    rw [planar_moment,
      show -(((2 * j : ℕ) : ℝ) + 2) / 2 = -((j + 1 : ℕ) : ℝ) by push_cast; ring,
      show (((2 * j : ℕ) : ℝ) + 2) / 2 = (j : ℝ) + 1 by push_cast; ring,
      Real.Gamma_nat_eq_factorial, Real.rpow_neg (by norm_num), Real.rpow_natCast,
      one_div, inv_pow, inv_inv, pow_succ]
    ring
  unfold radialMoment
  simp only [hd]
  rw [integral_complex_ofReal, hr]
  push_cast
  ring

/-- Between two superpositions of orbitals, `r^(2k)` acts diagonally: each `m` contributes
`conj(c m) d m` times `2π 2^(m+k) (m+k)!`. -/
theorem radialMoment_superposition (k : ℕ) (s : Finset ℕ) (c d : ℕ → ℂ) :
    radialMoment k (superposition s c) (superposition s d) =
      ∑ m ∈ s, conj (c m) * d m *
        (2 * (π : ℂ) * 2 ^ (m + k) * ((m + k).factorial : ℂ)) := by
  have hd : ∀ z, momentDensity k (superposition s c) (superposition s d) z =
      ∑ m ∈ s, ∑ n ∈ s,
        (conj (c m) * d n) * momentDensity k (orbital m) (orbital n) z := by
    intro z
    simp only [momentDensity, superposition, map_sum, map_mul]
    rw [Finset.sum_mul_sum, Finset.mul_sum]
    refine Finset.sum_congr rfl fun m _ => ?_
    rw [Finset.mul_sum]
    exact Finset.sum_congr rfl fun n _ => by ring
  unfold radialMoment
  simp only [hd]
  rw [integral_finsetSum _ (fun m _ => integrable_finsetSum _
    (fun n _ => (integrable_momentDensity k m n).const_mul _))]
  refine Finset.sum_congr rfl fun m hm => ?_
  rw [integral_finsetSum _ (fun n _ => (integrable_momentDensity k m n).const_mul _)]
  simp only [integral_const_mul]
  -- only the diagonal term survives
  rw [Finset.sum_eq_single_of_mem m hm (fun n _ hn => by
    have h0 := radialMoment_of_ne k (Ne.symm hn)
    unfold radialMoment at h0
    rw [h0, mul_zero])]
  have h1 := radialMoment_self k m
  unfold radialMoment at h1
  rw [h1]

/-- The mean squared radius of orbital `m` on the plane is `2(m + 1)`. -/
theorem meanSquareRadius_orbital (m : ℕ) :
    meanSquareRadius (orbital m) = 2 * ((m : ℂ) + 1) := by
  have hpi : (π : ℂ) ≠ 0 := Complex.ofReal_ne_zero.mpr Real.pi_ne_zero
  have hf : (m.factorial : ℂ) ≠ 0 := Nat.cast_ne_zero.mpr (Nat.factorial_ne_zero m)
  have h2 : (2 : ℂ) ≠ 0 := two_ne_zero
  rw [meanSquareRadius, radialMoment_self, radialMoment_self, add_zero,
    div_eq_iff (mul_ne_zero (mul_ne_zero (mul_ne_zero h2 hpi) (pow_ne_zero m h2)) hf),
    Nat.factorial_succ]
  push_cast
  ring

/-- From each orbital to the next, the area `π⟨r²⟩` grows by `2π`, the area of one
flux quantum in units of the magnetic length. -/
theorem area_step (m : ℕ) :
    (π : ℂ) * meanSquareRadius (orbital (m + 1)) - π * meanSquareRadius (orbital m) =
      2 * π := by
  rw [meanSquareRadius_orbital, meanSquareRadius_orbital]
  push_cast
  ring

end

end LowestLandauLevel
```

```lean
#print axioms LowestLandauLevel.radialMoment_superposition
#print axioms LowestLandauLevel.meanSquareRadius_orbital
#print axioms LowestLandauLevel.area_step
```

```
'LowestLandauLevel.radialMoment_superposition' depends on axioms: [propext, Classical.choice, Quot.sound]
'LowestLandauLevel.meanSquareRadius_orbital' depends on axioms: [propext, Classical.choice, Quot.sound]
'LowestLandauLevel.area_step' depends on axioms: [propext, Classical.choice, Quot.sound]
```

## From the Lean statements to electrons in a field

`orbital m` is the unnormalised $\psi_m$, a function from `ℂ` to `ℂ`. `radialMoment k f g` is the integral of `momentDensity k f g` over `ℂ` with planar Lebesgue measure. Its first wavefunction is the conjugated one, as in a bra, and its index `k` stands for the power $r^{2k}$, not $r^k$. The values are complex numbers, including `meanSquareRadius f`, which is the quotient of the elements for $k=1$ and $k=0$; for an orbital the theorems show that it equals the real number $2(m+1)$.

`radialMoment_of_ne` and `radialMoment_self` together state the closed form for all natural numbers $k$, $m$ and $n$. `radialMoment_superposition` extends it to two superpositions over the same finite set `s`; orbitals present in only one of them can be included by setting the other amplitude to zero. `meanSquareRadius_orbital` and `area_step` give the radius and the area increment.

These are statements about matrix elements. The function $r^2\psi_m$ itself leaves the lowest level, so a code that keeps only these orbitals has projected the confining potential, and the theorems put no bound on the error of that projection.

The step from the model to the electron is the identification of $\psi_m$ as an eigenfunction of the lowest Landau level. No Hamiltonian, gauge or field appears in the definitions, and the magnetic length enters only as the unit of length. The model is one particle on the infinite plane: a hard wall, a lattice or a finite integration grid changes the integrals, and infinite superpositions would need a convergence argument.

The vanishing theorem has one hypothesis, $m\neq n$. Without it the claim already fails at $k=m=n=0$, where the integral is $2\pi$. The radial weight is a second condition, built into the definition. If $|z|^{2k}$ is replaced by $x=\operatorname{Re}z$, then

$$\int_{\mathbb C}x\,\overline{\psi_0(z)}\,\psi_1(z)\,d^2z=\int_{\mathbb C}(x^2+ixy)\,e^{-|z|^2/2}\,d^2z=2\pi,$$

so orbitals with different $m$ can be coupled by a real weight that is not radial. For a tilted or anisotropic potential, the off-diagonal elements in this basis therefore cannot be assumed to vanish.

## How Lean reaches the integrals

`planar_moment` takes the Gaussian moment from a general Mathlib integral for $|z|^q e^{-b|z|^p}$, with $p=2$, $q=N$ and $b=1/2$. Its right-hand side is the expression $2\pi\,2^{N/2}\,\Gamma(N/2+1)$ in a different arrangement.

`integrable_momentDensity` supplies convergence. Lean assigns the value zero to the integral of a non-integrable function, so an orthogonality statement alone would not show that the integral converges. The proof uses the same convention in reverse: if the Gaussian integrand were not integrable, its integral would be zero, whereas `planar_moment` gives a product of positive factors. The matrix-element integrand is continuous, and its modulus, computed with `norm_orbital`, equals that Gaussian integrand, so `hg.mono'` transfers integrability to it.

In `radialMoment_of_ne`, the first block constructs the unit complex number `u` from the angle $\pi/(n-m)$ and proves $\bar u^m u^n=-1$. The statement `hF` is the sign change $F(uz)=-F(z)$, and `hrot` is the invariance of the integral under the rotation. The last `linear_combination` solves $-\int F=\int F$ for $\int F=0$.

In `radialMoment_self`, `hd` rewrites the diagonal integrand as a real Gaussian moment, and `hr` evaluates it by turning $\Gamma(j+1)$ into $j!$ with $j=m+k$. `radialMoment_superposition` expands the product of two sums and exchanges sum and integral, which is where integrability is needed. It then keeps the single term $n=m$ through `Finset.sum_eq_single_of_mem`. The last two theorems are algebra: `meanSquareRadius_orbital` checks that the denominator is nonzero and uses $(m+1)!=(m+1)\,m!$, and `area_step` subtracts two consecutive radii.
